# Bond weights at an empty site of a one-particle lattice eigenstate obey a polygon inequality

## Sites, Hamiltonian and bond weights

A single particle moves on a finite set of sites, labelled $i, j, k, l$. Its wave function is a vector $\psi$ of complex amplitudes $\psi_k$, and the density on site $k$ is $\rho_k = |\psi_k|^2$. A site with $\rho_k = 0$ is called empty. The Hamiltonian is $H = T + \mathrm{diag}(v)$, where the complex matrix $T$ holds the hopping amplitudes $T_{ik}$ and $v_k$ is a real local potential. The weight of the bond from $i$ to $k$ is
$$w_{ik} = |T_{ik}|\sqrt{\rho_k}.$$
A physical $T$ is Hermitian, but the argument never uses this, so $T$ is arbitrary and the eigenvalue $E$ is a complex number. The vector $\psi$ need not be normalised, since rescaling it by $c$ multiplies every weight by $|c|$.

## The inequality

Suppose $H\psi = E\psi$ and $\rho_i = 0$, so that the state has a node exactly on site $i$. Then for every $j \neq i$,
$$|T_{ij}|\sqrt{\rho_j} \;\le\; \sum_{k \neq i,j} |T_{ik}|\sqrt{\rho_k}.$$

First, $\sqrt{\rho_k} = |\psi_k|$, so $w_{ik} = |T_{ik}\psi_k|$. Second, row $i$ of the eigenvalue equation reads
$$\sum_{k \ne i} T_{ik}\psi_k + T_{ii}\psi_i + v_i\psi_i = E\psi_i .$$
Since $\rho_i = 0$ means $\psi_i = 0$, the terms with $T_{ii}$, $v_i$ and $E$ vanish, and $\sum_{k\neq i} z_k = 0$ with $z_k = T_{ik}\psi_k$. Third, $z_j = -\sum_{k \neq i,j} z_k$, and the triangle inequality gives $|z_j| \le \sum_{k\neq i,j}|z_k|$, which is the claim. The amplitudes $z_k$ form a closed polygon in the complex plane, and no side is longer than all the others together. On two sites the sum is empty and the statement is $w_{ij} \le 0$.

## Consequences for densities and chains

The potential does not appear in the inequality. A density that violates it at an empty site is therefore not the density of an eigenvector for any $v$. In lattice density functional theory this is a necessary condition for a density to come from a local potential, valid for one particle in a pure eigenstate on finitely many sites. For ground states a stronger condition often holds: if $T$ is Hermitian, all $T_{ik}$ with $i \neq k$ are real and not positive, and the hopping connects all sites, then by the Perron–Frobenius theorem (not proved here) the one-particle ground state has no empty site at all.

Let $H\psi = E\psi$ with site $i$ empty, and call a site $k \neq i$ silent if $T_{ik} = 0$ or $\rho_k = 0$, so that $w_{ik} = 0$. If $T_{ij} \neq 0$ and all sites other than $i, j$ are silent, then $|T_{ij}\psi_j| \le 0$, and $j$ is empty too. If all sites other than $i$ and two distinct sites $j, l$ are silent, the inequality gives $w_{ij} \le w_{il}$ and, with the roles exchanged, $w_{il} \le w_{ij}$, so the two weights are equal.

Now number the sites $0, \dots, L$ and assume $T_{ab} = 0$ for $b > a+1$ and $T_{a,a+1} \neq 0$. The first condition forbids coupling beyond the next site along the chain, and the second says that the chain is not cut. Let site $0$ be empty. If sites $0, \dots, m$ are empty, then seen from site $m$ all lower sites are empty and all sites above $m+1$ are uncoupled, so site $m+1$ is empty. By induction $\psi = 0$.

The bound is attained. On three sites $0, 1, 2$ with hopping $-1$ between neighbours (the hopping strength serves as the unit of energy) and potential $(0, u, 0)$, take $\psi = (1, 0, -1)$. Rows $0$ and $2$ give $-\psi_1 = 0$, and row $1$ gives $-\psi_0 + u\psi_1 - \psi_2 = 0$, so $E = 0$ for every real $u$. With $i = 1$, $j = 0$ both sides equal $1$; for the normalised state, with density $(\tfrac12, 0, \tfrac12)$, both equal $1/\sqrt2$.

## Two sites without a node, and a cut chain

The two examples that follow are elementary arithmetic and are not among the Lean theorems below. Without $\rho_i = 0$ the inequality fails: on two sites with $T_{01} = T_{10} = -1$, zero diagonal and $v = 0$, the state $(1,1)/\sqrt2$ has $E = -1$, and for $i = 0$, $j = 1$ the left side is $1/\sqrt2$ while the right side is $0$. Without $T_{a,a+1} \neq 0$ the chain result fails: on two sites with $T = 0$ and $v = 0$, the state $(0,1)$ is an eigenvector with site $0$ empty.

## The model in Lean

```lean
import Mathlib

open Matrix Finset

namespace EmptySiteObstruction

noncomputable section

variable {n : Type*} [Fintype n] [DecidableEq n]
```

The type `n` is the finite set of sites, and wave functions are maps `n → ℂ`.

```lean
/-- One-particle lattice Hamiltonian: hopping matrix `T` plus a real local potential `v`. -/
def hamiltonian (T : Matrix n n ℂ) (v : n → ℝ) : Matrix n n ℂ :=
  T + diagonal (fun i => (v i : ℂ))
```

The potential has type `n → ℝ` and enters only on the diagonal, which makes it real and local. No condition is placed on `T`.

```lean
/-- Site density `ρ_k = |ψ_k|²` of a wave function. -/
def density {m : Type*} (ψ : m → ℂ) (k : m) : ℝ := ‖ψ k‖ ^ 2

/-- Weight `|T_ik| √ρ_k` of the bond from site `i` to site `k`. -/
def bondWeight {m : Type*} (T : Matrix m m ℂ) (ρ : m → ℝ) (i k : m) : ℝ :=
  ‖T i k‖ * Real.sqrt (ρ k)
```

`bondWeight` takes any real function `ρ`, so that it can be evaluated on a candidate density for which no wave function is known.

```lean
/-- `ρ` is the density of an eigenvector of `T + diag v` for some real potential `v`. -/
def IsRepresentable (T : Matrix n n ℂ) (ρ : n → ℝ) : Prop :=
  ∃ (v : n → ℝ) (E : ℂ) (ψ : n → ℂ),
    ψ ≠ 0 ∧ hamiltonian T v *ᵥ ψ = E • ψ ∧ density ψ = ρ
```

`IsRepresentable T ρ` says that for some real potential, some complex `E` and some nonzero `ψ` solving the eigenvalue equation, `density ψ = ρ`. Any eigenvector qualifies, so excluding this also excludes one-particle ground states. Representability in density functional theory usually concerns many-particle ground states or ensembles of them, which this definition does not describe.

## The three steps and the main theorem

```lean
/-- For the density of `ψ`, the bond weight is the modulus of the amplitude `T_ik ψ_k`. -/
theorem bondWeight_density {m : Type*} (T : Matrix m m ℂ) (ψ : m → ℂ) (i k : m) :
    bondWeight T (density ψ) i k = ‖T i k * ψ k‖ := by
  rw [bondWeight, density, Real.sqrt_sq (norm_nonneg _), norm_mul]
```

This is the first step: `Real.sqrt_sq` turns $\sqrt{|\psi_k|^2}$ into $|\psi_k|$, and `norm_mul` splits the modulus of the product on the right-hand side into $|T_{ik}||\psi_k|$.

```lean
/-- If `(T + diag v) ψ = E ψ` and site `i` is empty, the amplitudes `T_ik ψ_k` from the
other sites `k ≠ i` sum to zero. -/
theorem empty_site_row {T : Matrix n n ℂ} {v : n → ℝ} {E : ℂ} {ψ : n → ℂ} {i : n}
    (hE : hamiltonian T v *ᵥ ψ = E • ψ) (h0 : density ψ i = 0) :
    ∑ k ∈ univ.erase i, T i k * ψ k = 0 := by
  have hψ : ψ i = 0 := by simpa [density] using h0
  -- potential and energy multiply `ψ i = 0` and drop out of row `i`
  have h1 := congrFun hE i
  simp only [hamiltonian, Matrix.add_mulVec, Pi.add_apply, Matrix.mulVec_diagonal,
    Pi.smul_apply, hψ, mul_zero, add_zero, smul_zero] at h1
  have h2 : ∑ k, T i k * ψ k = 0 := h1
  -- so does the diagonal element of `T`
  have h3 := Finset.add_sum_erase univ (fun k => T i k * ψ k) (mem_univ i)
  simp only [hψ, mul_zero, zero_add] at h3
  exact h3.trans h2
```

The hypothesis `hE` is $H\psi = E\psi$, with `*ᵥ` the matrix-vector product, and `h0` is $\rho_i = 0$. `congrFun hE i` picks out row $i$, where `hψ` removes $v_i$ and $E$, leaving the full sum in `h2`. Then `h3` splits off the term $T_{ii}\psi_i$ and sets it to zero; `univ.erase i` is the set of sites other than $i$.

```lean
/-- Polygon inequality: among complex amplitudes summing to zero, each modulus is at most
the sum of the other moduli. -/
theorem polygon_inequality {m : Type*} [DecidableEq m] {s : Finset m} (z : m → ℂ) {j : m}
    (hj : j ∈ s) (h : ∑ k ∈ s, z k = 0) : ‖z j‖ ≤ ∑ k ∈ s.erase j, ‖z k‖ := by
  have h3 := Finset.add_sum_erase s z hj
  rw [h] at h3
  have h4 : z j = -∑ k ∈ s.erase j, z k := eq_neg_of_add_eq_zero_left h3
  calc ‖z j‖ = ‖-∑ k ∈ s.erase j, z k‖ := congrArg norm h4
    _ = ‖∑ k ∈ s.erase j, z k‖ := norm_neg _
    _ ≤ ∑ k ∈ s.erase j, ‖z k‖ := norm_sum_le _ _
```

The third step holds for any finite index set `s`. Here `h4` isolates $z_j$, and `norm_sum_le` is the triangle inequality.

```lean
/-- For any hopping matrix `T`: if `(T + diag v) ψ = E ψ` and `ρ_i = 0`, then for `j ≠ i`,
`|T_ij| √ρ_j ≤ ∑ |T_ik| √ρ_k` with the sum over `k ≠ i, j`. -/
theorem empty_site_inequality {T : Matrix n n ℂ} {v : n → ℝ} {E : ℂ} {ψ : n → ℂ} {i j : n}
    (hE : hamiltonian T v *ᵥ ψ = E • ψ) (h0 : density ψ i = 0) (hj : j ≠ i) :
    bondWeight T (density ψ) i j
      ≤ ∑ k ∈ (univ.erase i).erase j, bondWeight T (density ψ) i k := by
  simp only [bondWeight_density]
  exact polygon_inequality (fun k => T i k * ψ k) (mem_erase.mpr ⟨hj, mem_univ _⟩)
    (empty_site_row hE h0)
```

The theorem states that for any `T`, real `v`, complex `E` and any solution `ψ`, zero included, an empty site `i` and `j ≠ i` give $w_{ij} \le \sum_{k \neq i,j} w_{ik}$. The proof rewrites the weights as moduli and applies `polygon_inequality` to $z_k = T_{ik}\psi_k$ on `univ.erase i`.

## Excluded densities, neighbours and the chain

```lean
/-- A density with an empty site `i` at which one bond weight exceeds the sum of the others
is not the density of an eigenvector of `T + diag v` for any real potential. -/
theorem not_representable {T : Matrix n n ℂ} {ρ : n → ℝ} {i j : n}
    (h0 : ρ i = 0) (hj : j ≠ i)
    (hbig : ∑ k ∈ (univ.erase i).erase j, bondWeight T ρ i k < bondWeight T ρ i j) :
    ¬ IsRepresentable T ρ := by
  rintro ⟨v, E, ψ, -, hE, rfl⟩
  exact not_lt_of_ge (empty_site_inequality hE h0 hj) hbig
```

The hypothesis `hbig` is the strict violation at the empty site. The proof unpacks a supposed representation and contradicts the main theorem. The converse, that a density obeying the inequality has a potential, is not claimed.

```lean
/-- If site `i` is empty, `T_ij ≠ 0`, and every further site `k` has `T_ik = 0` or is empty,
then site `j` is empty as well. -/
theorem single_neighbour {T : Matrix n n ℂ} {v : n → ℝ} {E : ℂ} {ψ : n → ℂ} {i j : n}
    (hE : hamiltonian T v *ᵥ ψ = E • ψ) (h0 : density ψ i = 0) (hj : j ≠ i)
    (hT : T i j ≠ 0) (hrest : ∀ k, k ≠ i → k ≠ j → T i k = 0 ∨ density ψ k = 0) :
    density ψ j = 0 := by
  have h1 := empty_site_inequality hE h0 hj
  have h2 : ∑ k ∈ (univ.erase i).erase j, bondWeight T (density ψ) i k = 0 := by
    refine Finset.sum_eq_zero fun k hk => ?_
    obtain ⟨hkj, hk'⟩ := mem_erase.mp hk
    rcases hrest k (mem_erase.mp hk').1 hkj with h | h <;> simp [bondWeight, h]
  rw [h2, bondWeight_density] at h1
  have h3 : ψ j = 0 := (mul_eq_zero.mp (norm_le_zero_iff.mp h1)).resolve_left hT
  simp [density, h3]
```

`hrest` says that all sites other than $i, j$ are silent. In `h2` the bounding sum vanishes term by term, so $T_{ij}\psi_j = 0$, and `hT` leaves $\psi_j = 0$.

```lean
/-- If site `i` is empty and every site `k` other than `i, j, l` has `T_ik = 0` or is empty,
then `|T_ij| √ρ_j = |T_il| √ρ_l`. -/
theorem two_neighbours {T : Matrix n n ℂ} {v : n → ℝ} {E : ℂ} {ψ : n → ℂ} {i j l : n}
    (hE : hamiltonian T v *ᵥ ψ = E • ψ) (h0 : density ψ i = 0)
    (hj : j ≠ i) (hl : l ≠ i) (hjl : j ≠ l)
    (hrest : ∀ k, k ≠ i → k ≠ j → k ≠ l → T i k = 0 ∨ density ψ k = 0) :
    bondWeight T (density ψ) i j = bondWeight T (density ψ) i l := by
  -- the bounding sum collapses to a single term, in either order
  have key : ∀ a b, a ≠ i → b ≠ i → b ≠ a →
      (∀ k, k ≠ i → k ≠ a → k ≠ b → T i k = 0 ∨ density ψ k = 0) →
      bondWeight T (density ψ) i a ≤ bondWeight T (density ψ) i b := by
    intro a b ha hb hba hr
    refine (empty_site_inequality hE h0 ha).trans (le_of_eq ?_)
    refine Finset.sum_eq_single_of_mem b
      (mem_erase.mpr ⟨hba, mem_erase.mpr ⟨hb, mem_univ _⟩⟩) fun k hk hkb => ?_
    obtain ⟨hka, hk'⟩ := mem_erase.mp hk
    rcases hr k (mem_erase.mp hk').1 hka hkb with h | h <;> simp [bondWeight, h]
  exact le_antisymm (key j l hj hl hjl.symm hrest)
    (key l j hl hj hjl fun k h1 h2 h3 => hrest k h1 h3 h2)
```

The claim `key` is $w_{ia} \le w_{ib}$ for distinct sites $a, b$ other than $i$ with all further sites silent, the sum being reduced to one term by `Finset.sum_eq_single_of_mem`. It is used in both orders. Neither $T_{ij}$ nor $T_{il}$ is assumed nonzero.

```lean
/-- On sites `0, …, L` with `T_ab = 0` for `b > a + 1` and `T_{a,a+1} ≠ 0`, a solution of
`(T + diag v) ψ = E ψ` with empty first site vanishes identically. -/
theorem chain_end_empty {L : ℕ} {T : Matrix (Fin (L + 1)) (Fin (L + 1)) ℂ}
    {v : Fin (L + 1) → ℝ} {E : ℂ} {ψ : Fin (L + 1) → ℂ}
    (hfar : ∀ a b : Fin (L + 1), a.val + 1 < b.val → T a b = 0)
    (hnn : ∀ a b : Fin (L + 1), a.val + 1 = b.val → T a b ≠ 0)
    (hE : hamiltonian T v *ᵥ ψ = E • ψ) (h0 : density ψ 0 = 0) : ψ = 0 := by
  -- emptiness spreads from sites `0, …, m` to site `m + 1`
  have key : ∀ (m : ℕ) (a : Fin (L + 1)), a.val ≤ m → density ψ a = 0 := by
    intro m
    induction m with
    | zero =>
      intro a ha
      have ha0 : a = 0 := Fin.ext (by rw [Fin.val_zero]; omega)
      rw [ha0]
      exact h0
    | succ m ih =>
      intro a ha
      by_cases hle : a.val ≤ m
      · exact ih a hle
      · have hlt := a.isLt
        obtain ⟨i, hi⟩ : ∃ i : Fin (L + 1), i.val = m := ⟨⟨m, by omega⟩, rfl⟩
        have hai : a ≠ i := by
          intro h
          rw [h] at hle
          omega
        refine single_neighbour hE (ih i hi.le) hai (hnn i a (by omega)) fun k _ hka => ?_
        by_cases hk : k.val ≤ m
        · exact Or.inr (ih k hk)
        · have hne : k.val ≠ a.val := fun h => hka (Fin.ext h)
          exact Or.inl (hfar i k (by omega))
  funext a
  simpa [density] using key a.val a le_rfl
```

`hfar` and `hnn` are the two chain conditions. Entries on and below the diagonal are unrestricted, so the Hermitian open chain is a special case, while a ring with $T_{0L} \neq 0$ and $L \ge 2$ violates `hfar`. The induction in `key` shows that all sites up to $m$ are empty, and its step applies `single_neighbour` at site $m$, sorting each further site into empty or uncoupled. For $L = 0$ the statement is that $|\psi_0|^2 = 0$ implies $\psi = 0$.

## Equality on three sites

```lean
/-- Hopping matrix of the open three-site chain with hopping `-1`. -/
def chain3 : Matrix (Fin 3) (Fin 3) ℂ := !![0, -1, 0; -1, 0, -1; 0, -1, 0]

/-- The wave function `(1, 0, -1)` on three sites. -/
def nodeState : Fin 3 → ℂ := ![1, 0, -1]
```

`nodeState` has squared norm $2$. The final theorem collects five facts for every real `u`: `chain3` is Hermitian, the eigenvalue equation holds with $E = 0$, site $1$ is empty, and each side of the inequality for $i = 1$, $j = 0$ equals $1$. The matrix identities are checked entry by entry with `fin_cases`, and `hs` identifies the remaining index set as site $2$ alone. Nothing is asserted about where $E = 0$ lies in the spectrum.

```lean
/-- On the Hermitian three-site chain with any potential `u` on the middle site, `(1, 0, -1)`
solves the eigenvalue equation with `E = 0`, the middle site is empty, and both sides of the
empty-site inequality equal one. -/
theorem empty_site_witness (u : ℝ) :
    chain3.IsHermitian ∧
    hamiltonian chain3 ![0, u, 0] *ᵥ nodeState = (0 : ℂ) • nodeState ∧
    density nodeState 1 = 0 ∧
    bondWeight chain3 (density nodeState) 1 0 = 1 ∧
    ∑ k ∈ (univ.erase 1).erase 0, bondWeight chain3 (density nodeState) 1 k = 1 := by
  refine ⟨?_, ?_, ?_, ?_, ?_⟩
  · show chain3ᴴ = chain3
    ext i j
    fin_cases i <;> fin_cases j <;> simp [chain3, Matrix.conjTranspose_apply]
  · rw [hamiltonian, Matrix.add_mulVec]
    ext i
    rw [Pi.add_apply, Matrix.mulVec_diagonal]
    fin_cases i <;>
      simp [chain3, nodeState, Matrix.mulVec, dotProduct, Fin.sum_univ_succ]
  · simp [density, nodeState]
  · rw [bondWeight_density]
    simp [chain3, nodeState]
  · have hs : ((univ : Finset (Fin 3)).erase 1).erase 0 = {2} := by decide
    rw [hs, Finset.sum_singleton, bondWeight_density]
    simp [chain3, nodeState]

end

end EmptySiteObstruction
```

```lean
#print axioms EmptySiteObstruction.not_representable
#print axioms EmptySiteObstruction.two_neighbours
#print axioms EmptySiteObstruction.chain_end_empty
```

```
'EmptySiteObstruction.not_representable' depends on axioms: [propext, Classical.choice, Quot.sound]
'EmptySiteObstruction.two_neighbours' depends on axioms: [propext, Classical.choice, Quot.sound]
'EmptySiteObstruction.chain_end_empty' depends on axioms: [propext, Classical.choice, Quot.sound]
```
